# Suitably mixed vacuum solves converge to the dielectric potential on a grounded finite grid

## Can a vacuum solver find the potential in a dielectric?

A molecule sits in a cavity in a solvent, and the permittivity varies from point to point between a and b, with 0 < a ≤ b. I have a fast Poisson solver, but only for vacuum. So I guess a potential x, compute the charge that the dielectric equation Ax = f leaves unaccounted for, solve for its potential in vacuum, and add a fraction of the result:

x → x + (2/(a+b)) A0⁻¹(f − Ax)

Here A0 is the vacuum operator, A the dielectric one and f the source. I am told that each step shrinks the error at least by the factor (b − a)/(b + a), however irregular the dielectric is. Is there a complete proof, and can it be checked by machine in Lean?

## The permittivity bounds alone guarantee a rate

Yes, for real symmetric matrices, with A0 positive definite and

a x·A0x ≤ x·Ax ≤ b x·A0x for all x.

The error is measured in the energy norm ‖x‖ = √(x·A0x). Write t = 2/(a+b) and q = (b − a)/(b + a), so that 0 ≤ q < 1.

**A solution exists.** For x ≠ 0 the lower bound gives x·Ax ≥ a x·A0x > 0. So A has no kernel and is invertible. Let xs be the solution of Ax = f.

**The new error.** If e = x − xs is the old error, then f − Ax = −Ae, and the new error is y = e − t A0⁻¹Ae. Hence

A0 y = De, with D = A0 − tA.

**Bounds on D.** Since ta = 1 − q and tb = 1 + q, the bounds on A give

−q z·A0z ≤ z·Dz ≤ q z·A0z for all z.

**From the form to the error.** D is symmetric, so for every real s

(e + sy)·D(e + sy) − (e − sy)·D(e − sy) = 4s y·De = 4s y·A0y.

By the bounds on D, the left side is at most q times the sum of the A0 energies of e + sy and e − sy. Therefore

4s ‖y‖² ≤ 2q (‖e‖² + s²‖y‖²).

If q > 0, take s = 1/q and multiply by q. This gives 4‖y‖² ≤ 2q²‖e‖² + 2‖y‖², that is, ‖y‖ ≤ q‖e‖. If q = 0, s = 1 gives ‖y‖ = 0.

**Convergence at each grid point.** After k steps the error norm is at most qᵏ times the initial one. Let g be the unit vector at grid point i and w = A0⁻¹g. For all real s,

0 ≤ ‖e + sw‖² = ‖e‖² + 2s eᵢ + s²‖w‖².

The discriminant is therefore not positive, so |eᵢ| ≤ ‖w‖ ‖e‖, and the potential converges at every point.

**Sharpness.** If the error is a mode v with Av = b A0v, the new error is v − tb v = −q v. For nonzero v the factor q is attained.

**The dielectric.** Let G take potentials on grid points to differences on links, and let εₗ be the permittivity on link l. With A = Gᵀ diag(ε) G,

x·Ax = Σₗ εₗ (Gx)ₗ².

The vacuum operator has εₗ = 1. If a ≤ εₗ ≤ b on every link, the bounds on the forms follow term by term. Both matrices are symmetric by construction. If Gx = 0 only for x = 0, then x·A0x = Σₗ (Gx)ₗ² > 0 for every x ≠ 0, so A0 is positive definite.

## What the Lean statements say

The finite types `n` and `m` label grid points and links. `energy M x` is x·Mx, `energyNorm` is its square root, and `mixedStep` is the update above. The hypothesis `hpos` is positive definiteness of A0, while `hlo` and `hhi` are the two permittivity bounds.

`mixedStep_contracts` gives the factor for one step. `iteration_converges` says that `A⁻¹ *ᵥ f` solves the equation, that the error obeys the qᵏ bound, and that the iterates converge from any start. `contraction_sharp` takes the mode v as given; it does not show that a particular dielectric has one.

`dielectric_iteration_converges` applies this to `dielectricOp G ε`. Its hypothesis `hG` says that only the zero potential has zero gradient, which stands for grounding somewhere on every connected part of the grid. A fully periodic cell, where a constant potential has no gradient, is not covered. Grid spacings are absorbed into G and constant factors into f. The permittivity is fixed and each vacuum solve is exact; the continuum limit and rounding errors are not treated.

Within these limits of a linear dielectric on a finite grid, the result bears on implicit-solvent electronic-structure calculations that solve such a Poisson problem. The solvent's reaction potential is then the solution minus the vacuum potential of the same charge.

```lean
import Mathlib

open Matrix Filter Topology

namespace PolarisationIteration

noncomputable section

variable {m n : Type*} [Fintype m] [Fintype n]

/-- The quadratic form `x · M x` of a potential `x`. -/
def energy (M : Matrix n n ℝ) (x : n → ℝ) : ℝ := x ⬝ᵥ M *ᵥ x

/-- The energy norm `√(x · M x)`, for `M` with nonnegative quadratic form. -/
def energyNorm (M : Matrix n n ℝ) (x : n → ℝ) : ℝ := √(energy M x)

/-- A symmetric matrix can be moved from one side of the scalar product to the other. -/
theorem form_symm {M : Matrix n n ℝ} (hM : M.IsSymm) (x y : n → ℝ) :
    x ⬝ᵥ M *ᵥ y = y ⬝ᵥ M *ᵥ x := by
  rw [Matrix.dotProduct_mulVec, ← Matrix.mulVec_transpose, hM.eq, dotProduct_comm]

lemma energy_add_smul {M : Matrix n n ℝ} (hM : M.IsSymm) (x y : n → ℝ) (s : ℝ) :
    energy M (x + s • y) = energy M x + 2 * s * (y ⬝ᵥ M *ᵥ x) + s ^ 2 * energy M y := by
  have h := form_symm hM x y
  simp only [energy, Matrix.mulVec_add, Matrix.mulVec_smul, dotProduct_add, add_dotProduct,
    dotProduct_smul, smul_dotProduct, smul_eq_mul]
  linear_combination s * h

lemma energy_nonneg {M : Matrix n n ℝ} (hpos : ∀ x, x ≠ 0 → 0 < energy M x) (x : n → ℝ) :
    0 ≤ energy M x := by
  by_cases hx : x = 0
  · simp [hx, energy]
  · exact (hpos x hx).le

/-- If the form of a symmetric `D` is at most `q` times that of a symmetric `A0` in absolute
value, with `q ≥ 0`, then `A0 y = D x` implies `y · A0 y ≤ q² x · A0 x`. -/
theorem form_contraction {A0 D : Matrix n n ℝ} (h0 : A0.IsSymm) (hD : D.IsSymm) {q : ℝ}
    (hq : 0 ≤ q) (hb : ∀ z, |energy D z| ≤ q * energy A0 z) {x y : n → ℝ}
    (hxy : A0 *ᵥ y = D *ᵥ x) : energy A0 y ≤ q ^ 2 * energy A0 x := by
  -- polarisation: compare the form of `D` at `x + s y` and `x - s y`
  have key : ∀ s : ℝ, 4 * s * energy A0 y
      ≤ q * (2 * energy A0 x + 2 * s ^ 2 * energy A0 y) := by
    intro s
    have h1 := (abs_le.1 (hb (x + s • y))).2
    have h2 := (abs_le.1 (hb (x + (-s) • y))).1
    rw [energy_add_smul hD, energy_add_smul h0, ← hxy] at h1 h2
    change _ + 2 * s * energy A0 y + _ ≤ _ at h1
    change _ ≤ _ + 2 * (-s) * energy A0 y + _ at h2
    linarith
  rcases hq.eq_or_lt with h | h
  · have := key 1
    rw [← h] at this ⊢
    linarith
  · -- the best choice is `s = 1 / q`
    have h3 := mul_le_mul_of_nonneg_left (key q⁻¹) h.le
    have e1 : q * (4 * q⁻¹ * energy A0 y) = 4 * energy A0 y := by
      field_simp
    have e2 : q * (q * (2 * energy A0 x + 2 * q⁻¹ ^ 2 * energy A0 y))
        = 2 * (q ^ 2 * energy A0 x) + 2 * energy A0 y := by
      field_simp
    rw [e1, e2] at h3
    linarith

variable [DecidableEq m] [DecidableEq n]

/-- One polarisation step: a vacuum solve for the residual charge, mixed in with weight
`2/(a+b)`; the domain is `a + b ≠ 0` and `A0` invertible. -/
def mixedStep (A0 A : Matrix n n ℝ) (f : n → ℝ) (a b : ℝ) (x : n → ℝ) : n → ℝ :=
  x + (2 / (a + b)) • (A0⁻¹ *ᵥ (f - A *ᵥ x))

lemma isUnit_det {M : Matrix n n ℝ} (hpos : ∀ x, x ≠ 0 → 0 < energy M x) :
    IsUnit M.det := by
  rw [isUnit_iff_ne_zero]
  intro h
  obtain ⟨v, hv, hMv⟩ := Matrix.exists_mulVec_eq_zero_iff.2 h
  have := hpos v hv
  simp [energy, hMv] at this

lemma mulVec_solve {M : Matrix n n ℝ} (hpos : ∀ x, x ≠ 0 → 0 < energy M x) (f : n → ℝ) :
    M *ᵥ (M⁻¹ *ᵥ f) = f := by
  rw [Matrix.mulVec_mulVec, Matrix.mul_nonsing_inv _ (isUnit_det hpos), Matrix.one_mulVec]

/-- For symmetric positive definite `A0`, a linear observable `g · x` is bounded by the energy
norm of `x` times that of the vacuum response `A0⁻¹ g`. -/
theorem observable_bound {A0 : Matrix n n ℝ} (h0 : A0.IsSymm)
    (hpos : ∀ x, x ≠ 0 → 0 < energy A0 x) (g x : n → ℝ) :
    |g ⬝ᵥ x| ≤ energyNorm A0 (A0⁻¹ *ᵥ g) * energyNorm A0 x := by
  have hd : discrim (energy A0 (A0⁻¹ *ᵥ g)) (2 * (g ⬝ᵥ x)) (energy A0 x) ≤ 0 := by
    apply discrim_le_zero
    intro s
    have h := energy_nonneg hpos (x + s • (A0⁻¹ *ᵥ g))
    rw [energy_add_smul h0, form_symm h0, mulVec_solve hpos, dotProduct_comm x g] at h
    linarith
  unfold discrim at hd
  rw [energyNorm, energyNorm, ← Real.sqrt_mul (energy_nonneg hpos _)]
  exact Real.abs_le_sqrt (by linarith)

/-- Let `A0`, `A` be symmetric, `A0` positive definite, and `a A0 ≤ A ≤ b A0` as quadratic forms
with `0 < a ≤ b`. Each mixed step reduces the error in the `A0` energy norm at least by the
factor `(b-a)/(b+a)`. -/
theorem mixedStep_contracts {A0 A : Matrix n n ℝ} (h0 : A0.IsSymm) (hA : A.IsSymm)
    (hpos : ∀ x, x ≠ 0 → 0 < energy A0 x) {a b : ℝ} (ha : 0 < a) (hab : a ≤ b)
    (hlo : ∀ x, a * energy A0 x ≤ energy A x) (hhi : ∀ x, energy A x ≤ b * energy A0 x)
    {f xs : n → ℝ} (hxs : A *ᵥ xs = f) (x : n → ℝ) :
    energyNorm A0 (mixedStep A0 A f a b x - xs)
      ≤ (b - a) / (b + a) * energyNorm A0 (x - xs) := by
  have hs : 0 < a + b := by linarith
  have hs' : 0 < b + a := by linarith
  have hq : 0 ≤ (b - a) / (b + a) := div_nonneg (by linarith) hs'.le
  have ht : 0 ≤ 2 / (a + b) := by positivity
  have htb : 2 / (a + b) * b = 1 + (b - a) / (b + a) := by
    rw [add_comm b a]
    field_simp
    ring
  have hta : 2 / (a + b) * a = 1 - (b - a) / (b + a) := by
    rw [add_comm b a]
    field_simp
    ring
  -- the new error solves a vacuum problem with source `(A0 - t A)(x - xs)`
  have herr : A0 *ᵥ (mixedStep A0 A f a b x - xs)
      = (A0 - (2 / (a + b)) • A) *ᵥ (x - xs) := by
    rw [mixedStep, Matrix.mulVec_sub, Matrix.mulVec_add, Matrix.mulVec_smul,
      mulVec_solve hpos, Matrix.sub_mulVec, Matrix.smul_mulVec, Matrix.mulVec_sub,
      Matrix.mulVec_sub, hxs]
    module
  -- the permittivity bounds control the form of `A0 - t A`
  have hform : ∀ z, |energy (A0 - (2 / (a + b)) • A) z|
      ≤ (b - a) / (b + a) * energy A0 z := by
    intro z
    have hz : energy (A0 - (2 / (a + b)) • A) z
        = energy A0 z - 2 / (a + b) * energy A z := by
      simp only [energy, Matrix.sub_mulVec, Matrix.smul_mulVec, dotProduct_sub,
        dotProduct_smul, smul_eq_mul]
    have h1 := mul_le_mul_of_nonneg_left (hlo z) ht
    have h2 := mul_le_mul_of_nonneg_left (hhi z) ht
    rw [← mul_assoc, hta, sub_mul, one_mul] at h1
    rw [← mul_assoc, htb, add_mul, one_mul] at h2
    rw [hz, abs_le]
    constructor <;> linarith
  have h := form_contraction h0 (h0.sub (hA.smul _)) hq hform herr
  calc energyNorm A0 (mixedStep A0 A f a b x - xs)
      ≤ √(((b - a) / (b + a)) ^ 2 * energy A0 (x - xs)) := Real.sqrt_le_sqrt h
    _ = (b - a) / (b + a) * energyNorm A0 (x - xs) := by
      rw [Real.sqrt_mul (sq_nonneg _), Real.sqrt_sq hq, energyNorm]

/-- Let `A0`, `A` be symmetric, `A0` positive definite, and `a A0 ≤ A ≤ b A0` as quadratic forms
with `0 < a ≤ b`. Then `A⁻¹ f` solves `A x = f`, the `A0` energy norm of the error after `k` mixed
steps is at most `((b-a)/(b+a))^k` times the initial one, and the iterates converge to `A⁻¹ f` from
any start. -/
theorem iteration_converges {A0 A : Matrix n n ℝ} (h0 : A0.IsSymm) (hA : A.IsSymm)
    (hpos : ∀ x, x ≠ 0 → 0 < energy A0 x) {a b : ℝ} (ha : 0 < a) (hab : a ≤ b)
    (hlo : ∀ x, a * energy A0 x ≤ energy A x) (hhi : ∀ x, energy A x ≤ b * energy A0 x)
    (f x : n → ℝ) :
    A *ᵥ (A⁻¹ *ᵥ f) = f ∧
    (∀ k : ℕ, energyNorm A0 ((mixedStep A0 A f a b)^[k] x - A⁻¹ *ᵥ f)
      ≤ ((b - a) / (b + a)) ^ k * energyNorm A0 (x - A⁻¹ *ᵥ f)) ∧
    Tendsto (fun k : ℕ => (mixedStep A0 A f a b)^[k] x) atTop (𝓝 (A⁻¹ *ᵥ f)) := by
  have hsol : A *ᵥ (A⁻¹ *ᵥ f) = f :=
    mulVec_solve (fun z hz => (mul_pos ha (hpos z hz)).trans_le (hlo z)) f
  have hs : 0 < b + a := by linarith
  have hq : 0 ≤ (b - a) / (b + a) := div_nonneg (by linarith) hs.le
  have hq1 : (b - a) / (b + a) < 1 := by
    rw [div_lt_one hs]
    linarith
  have hk : ∀ k : ℕ, energyNorm A0 ((mixedStep A0 A f a b)^[k] x - A⁻¹ *ᵥ f)
      ≤ ((b - a) / (b + a)) ^ k * energyNorm A0 (x - A⁻¹ *ᵥ f) := by
    intro k
    induction k with
    | zero => simp
    | succ k ih =>
      rw [Function.iterate_succ_apply', pow_succ', mul_assoc]
      exact (mixedStep_contracts h0 hA hpos ha hab hlo hhi hsol _).trans
        (mul_le_mul_of_nonneg_left ih hq)
  refine ⟨hsol, hk, tendsto_pi_nhds.2 fun i => tendsto_sub_nhds_zero_iff.1 ?_⟩
  -- the potential at one grid point is a linear observable
  have hlim := ((tendsto_pow_atTop_nhds_zero_of_lt_one hq hq1).mul_const
    (energyNorm A0 (x - A⁻¹ *ᵥ f))).const_mul (energyNorm A0 (A0⁻¹ *ᵥ Pi.single i 1))
  rw [zero_mul, mul_zero] at hlim
  refine squeeze_zero_norm (fun k => ?_) hlim
  have h := observable_bound h0 hpos (Pi.single i 1)
    ((mixedStep A0 A f a b)^[k] x - A⁻¹ *ᵥ f)
  rw [single_one_dotProduct] at h
  exact h.trans (mul_le_mul_of_nonneg_left (hk k) (Real.sqrt_nonneg _))

/-- For positive definite `A0` and `a + b ≠ 0`, an error `v` with `A v = b A0 v` is multiplied by
exactly `-(b-a)/(b+a)` in one step. -/
theorem contraction_sharp {A0 A : Matrix n n ℝ} (hpos : ∀ x, x ≠ 0 → 0 < energy A0 x)
    {a b : ℝ} (hs : a + b ≠ 0) {f xs v : n → ℝ} (hxs : A *ᵥ xs = f)
    (hv : A *ᵥ v = b • (A0 *ᵥ v)) :
    mixedStep A0 A f a b (xs + v) - xs = (-((b - a) / (b + a))) • v := by
  have hinv : A0⁻¹ *ᵥ (A0 *ᵥ v) = v := by
    rw [Matrix.mulVec_mulVec, Matrix.nonsing_inv_mul _ (isUnit_det hpos), Matrix.one_mulVec]
  have hr : f - A *ᵥ (xs + v) = (-b) • (A0 *ᵥ v) := by
    rw [Matrix.mulVec_add, hxs, hv]
    module
  have hc : -((b - a) / (b + a)) = 1 - 2 / (a + b) * b := by
    rw [add_comm b a]
    field_simp
    ring
  rw [mixedStep, hr, Matrix.mulVec_smul, hinv, hc]
  module

/-- The discretised operator `-div (ε grad)`, with gradient matrix `G` from grid points to links
and permittivity `ε` on the links. -/
def dielectricOp (G : Matrix m n ℝ) (ε : m → ℝ) : Matrix n n ℝ :=
  Gᵀ * Matrix.diagonal ε * G

omit [DecidableEq n] in
/-- The form of the dielectric operator is the sum over links of permittivity times squared
field. -/
theorem energy_dielectricOp (G : Matrix m n ℝ) (ε : m → ℝ) (x : n → ℝ) :
    energy (dielectricOp G ε) x = ∑ l, ε l * (G *ᵥ x) l ^ 2 := by
  rw [energy, dielectricOp, ← Matrix.mulVec_mulVec, ← Matrix.mulVec_mulVec,
    Matrix.dotProduct_mulVec, Matrix.vecMul_transpose]
  simp only [dotProduct, Matrix.mulVec_diagonal]
  exact Finset.sum_congr rfl fun l _ => by ring

/-- Dielectric Poisson problem: if only the zero potential has zero gradient and the permittivity
lies in `[a, b]` with `0 < a`, the iteration by vacuum solves (`ε = 1`) converges to a solution
for every source `f` and every start `x`. -/
theorem dielectric_iteration_converges (G : Matrix m n ℝ) (hG : ∀ x, G *ᵥ x = 0 → x = 0)
    {ε : m → ℝ} {a b : ℝ} (ha : 0 < a) (hab : a ≤ b) (hε : ∀ l, a ≤ ε l ∧ ε l ≤ b)
    (f x : n → ℝ) :
    ∃ xs, dielectricOp G ε *ᵥ xs = f ∧
      Tendsto (fun k : ℕ => (mixedStep (dielectricOp G 1) (dielectricOp G ε) f a b)^[k] x)
        atTop (𝓝 xs) := by
  have hsymm : ∀ η : m → ℝ, (dielectricOp G η).IsSymm := fun η => by
    simp [dielectricOp, Matrix.IsSymm, Matrix.transpose_mul, Matrix.mul_assoc]
  have hvac : ∀ z, energy (dielectricOp G 1) z = ∑ l, (G *ᵥ z) l ^ 2 := fun z => by
    simp only [energy_dielectricOp, Pi.one_apply, one_mul]
  have hpos : ∀ z, z ≠ 0 → 0 < energy (dielectricOp G 1) z := by
    intro z hz
    obtain ⟨l, hl⟩ := Function.ne_iff.1 (fun h => hz (hG z h))
    have hl' : (G *ᵥ z) l ≠ 0 := hl
    rw [hvac]
    exact Finset.sum_pos' (fun _ _ => sq_nonneg _) ⟨l, Finset.mem_univ l, by positivity⟩
  -- local permittivity bounds give the bounds on the forms, link by link
  have h := iteration_converges (hsymm 1) (hsymm ε) hpos ha hab
    (fun z => by
      rw [hvac, energy_dielectricOp, Finset.mul_sum]
      exact Finset.sum_le_sum fun l _ => mul_le_mul_of_nonneg_right (hε l).1 (sq_nonneg _))
    (fun z => by
      rw [hvac, energy_dielectricOp, Finset.mul_sum]
      exact Finset.sum_le_sum fun l _ => mul_le_mul_of_nonneg_right (hε l).2 (sq_nonneg _))
    f x
  exact ⟨_, h.1, h.2.2⟩

/-- Two grid points between grounded ends, with permittivities 1, 2, 1 on the three links:
the gradient matrix has trivial kernel and the permittivities lie in `[1, 2]`. -/
theorem dielectric_witness :
    (∀ x : Fin 2 → ℝ, !![1, 0; -1, 1; 0, -1] *ᵥ x = 0 → x = 0) ∧
    (∀ l : Fin 3, (1 : ℝ) ≤ ![1, 2, 1] l ∧ ![1, 2, 1] l ≤ (2 : ℝ)) := by
  constructor
  · intro x hx
    have h1 := congrFun hx 0
    have h2 := congrFun hx 2
    simp [Matrix.mulVec, dotProduct, Fin.sum_univ_two] at h1 h2
    exact funext (Fin.forall_fin_two.2 ⟨h1, h2⟩)
  · intro l
    fin_cases l <;> norm_num

end

end PolarisationIteration
```

```lean
#print axioms PolarisationIteration.contraction_sharp
#print axioms PolarisationIteration.dielectric_iteration_converges
```

```
'PolarisationIteration.contraction_sharp' depends on axioms: [propext, Classical.choice, Quot.sound]
'PolarisationIteration.dielectric_iteration_converges' depends on axioms: [propext, Classical.choice, Quot.sound]
```

## From the algebra to the Lean proof

`energy_add_smul` expands the energy of x + sy, using the symmetry stated in `form_symm`. `form_contraction` is the comparison of e + sy with e − sy: its `key` is the inequality for general s, and the case split treats q = 0 with s = 1 and q > 0 with s = 1/q.

`isUnit_det` and `mulVec_solve` turn positive definiteness into solvability, for A0 and for A alike. In `mixedStep_contracts`, `herr` is the equation A0 y = De and `hform` is the bound on D; `form_contraction` and a square root finish the step.

`iteration_converges` obtains qᵏ by induction. It then applies `observable_bound`, the discriminant argument, to the unit vector at each grid point and squeezes the error to zero. `energy_dielectricOp` is the sum over links, from which the dielectric theorem gets its bounds.

`dielectric_witness` checks the conditions on G and ε for two grid points between grounded ends, with link permittivities 1, 2, 1. There a = 1 and b = 2, so q = 1/3.

## Without symmetry the iteration can diverge

Take A0 = 1, the 2 × 2 identity, and let A have rows (1, −2) and (2, 1). Then x·Ax = x·x, so both bounds hold with a = b = 1 and the predicted factor is q = 0. But the step sends the error (e₀, e₁) to

(2e₁, −2e₀),

which is twice as long. The antisymmetric part of A does not show in x·Ax, yet it drives the error. This A is a purely algebraic example: the dielectric operator Gᵀ diag(ε) G is always symmetric.
